# Softened Coulomb attraction raises the virial ratio above 2 when the energy is stationary under scaling

Take one particle at a distance r > 0 from an attracting centre, with kinetic energy T > 0 and potential energy −Z/√(r² + c²). Here Z > 0 is the strength of the attraction, and c > 0 is the softening length that removes the singularity at r = 0. Shrink the system by a factor a, so that the distance becomes r/a and the kinetic energy a²T. The energy is then

E(a) = a²T − Z/√(r²/a² + c²).

If E is stationary at a = 1, its derivative there vanishes, which gives

2T = Z r²/(r² + c²)^(3/2).

Dividing the potential energy V = −Z/√(r² + c²) by this T gives the virial ratio

−V/T = 2(r² + c²)/r² = 2(1 + c²/r²).

For c = 0 this is the Coulomb value 2. Softening weakens the force more than it weakens the potential, so less kinetic energy is needed to balance it, and the ratio rises.

## The ratio for several distances

Now let there be finitely many distances r_i with weights w_i, a pair potential v, and

V = Σ w_i v(r_i),  E(a) = a²T + Σ w_i v(r_i/a).

Define the effective charge Q(x) = −x v(x), which is constant for a bare Coulomb attraction. If v is differentiable at all the distances, E is stationary at a = 1 and T ≠ 0, then

−V/T = 2 + (1/T) Σ w_i Q′(r_i).

For the softened attraction with T, Z > 0, c ≠ 0 and all w_i > 0, this gives −V/T > 2. If also 0 < r_min ≤ r_i ≤ r_max for all i, then

2(1 + c²/r_max²) ≤ −V/T ≤ 2(1 + c²/r_min²).

## Virial checks in soft-core codes

A code that prints −V/T as a convergence diagnostic and compares it with 2 presupposes Coulomb scaling. In an atom, scaling the wave function about the nucleus scales all distances together, and the energy of an exact bound state is stationary under this scaling. In a one-electron atom with a soft-core nucleus, represented by finitely many positive weights, a converged result should lie above 2, so a ratio above 2 is not by itself a sign of a poor basis or grid. The r_i can be the distances of quadrature points from the nucleus, and the w_i the probabilities attached to them.

A test that suits any differentiable pair potential is the residual

2T − Σ w_i r_i v′(r_i),

which vanishes when the energy is stationary under scaling. On a fixed grid, the computed T will in general satisfy this only up to discretisation error, because the grid does not scale with the wave function.

## From the scaling derivative to the bounds

By the chain rule, the derivative of v(r_i/a) with respect to a is −(r_i/a²) v′(r_i/a). At a = 1 this is −r_i v′(r_i), so

E′(1) = 2T − Σ w_i r_i v′(r_i).

Stationarity therefore means

2T = Σ w_i r_i v′(r_i).

The effective charge has slope Q′(x) = −v(x) − x v′(x). Summing with the weights gives

Σ w_i Q′(r_i) = −V − Σ w_i r_i v′(r_i) = −V − 2T,

and division by T yields the formula for the ratio.

For the softened attraction write s = √(x² + c²), so that v = −Z/s and s′ = x/s. Then

v′(x) = Z x/s³,

Q′(x) = Z/s − Z x²/s³ = Z(s² − x²)/s³ = Z c²/s³ > 0.

Since T > 0, stationarity requires at least one term in the sum. With positive weights the correction is then strictly positive, and −V/T > 2.

For the bounds, put s_i = √(r_i² + c²), g_i = w_i Z c²/s_i³ and D = Σ g_i, so that −V/T = 2 + D/T. Multiplying the stationarity condition by c² gives

2c²T = Σ w_i Z c² r_i²/s_i³ = Σ r_i² g_i.

Every g_i is positive and every r_i² lies between r_min² and r_max². Hence

r_min² D ≤ 2c²T ≤ r_max² D,

2c²/r_max² ≤ D/T ≤ 2c²/r_min²,

and adding 2 gives the stated bounds.

With one distance the two bounds coincide. For any prescribed η > 2 and given Z, c > 0, choose

r = c√(2/(η − 2)),  T = Z r²/(2(r² + c²)^(3/2)).

The energy is then stationary and −V/T = η. So in this model, where T and r are free numbers, 2 is the best constant lower bound, and there is no upper bound unless the distances are restricted. A wave function ties T to the distances, so an atom with given Z and c need not reach every such ratio.

## Two distances in numbers, and a negative weight

Let c = 12, Z = 125, r = (9, 16) and w = (27, 64). The softened distances s_i are 15 and 20. Stationarity requires

2T = 125·27·81/3375 + 125·64·256/8000 = 81 + 256 = 337,

so T = 168.5. The potential energy is

V = −125(27/15 + 64/20) = −625.

The ratio is 625/168.5 ≈ 3.71, between the bounds 2(1 + 144/256) = 3.125 and 2(1 + 144/81) ≈ 5.56.

Now change the first weight to −36, which turns that term into a repulsion. Stationarity gives 2T = −108 + 256 = 148, so T = 74 is still positive. But

−V = 125(−36/15 + 64/20) = 100,

and −V/T ≈ 1.35. The lower bound 2 therefore fails if weights of either sign are allowed. The weights in both examples test the algebra and are not taken from a wave function. In many-electron codes softened electron–electron repulsion enters with the opposite sign, so the theorem does not guarantee a ratio above 2 there. If attraction and repulsion have the same softening length, the general formula with Q′ still applies, since it puts no sign condition on the weights. With different softening lengths, each kind of pair needs its own v and Q.

## The Lean file

```lean
import Mathlib

open Finset

namespace SoftCoulombVirial

noncomputable section

variable {ι : Type*} [Fintype ι]

/-- Potential energy of a finite set of distances `r i` with weights `w i` in the
pair potential `v`. -/
def potentialEnergy (v : ℝ → ℝ) (w r : ι → ℝ) : ℝ := ∑ i, w i * v (r i)

/-- Energy after uniform scaling by a factor `a ≠ 0`: the kinetic energy is multiplied by `a ^ 2`
and all distances are divided by `a`. -/
def scaledEnergy (T : ℝ) (v : ℝ → ℝ) (w r : ι → ℝ) (a : ℝ) : ℝ :=
  a ^ 2 * T + potentialEnergy v w (fun i => r i / a)

/-- The scaled energy is differentiable at `a = 1` with derivative zero. -/
def IsStationary (T : ℝ) (v : ℝ → ℝ) (w r : ι → ℝ) : Prop :=
  HasDerivAt (scaledEnergy T v w r) 0 1

/-- The effective charge `-x v(x)` that a bare Coulomb attraction would need in order to equal `v`
at a distance `x > 0`. -/
def effectiveCharge (v : ℝ → ℝ) (x : ℝ) : ℝ := -(x * v x)

/-- The softened Coulomb attraction `-Z / √(x² + c²)`, for `x` and `c` not both zero. -/
def softCoulomb (Z c x : ℝ) : ℝ := -Z / √(x ^ 2 + c ^ 2)

/-- For a potential differentiable at all the distances, the slope of the scaled energy at
`a = 1` is twice the kinetic energy minus the virial `∑ w r v'(r)`. -/
theorem hasDerivAt_scaledEnergy (T : ℝ) {v : ℝ → ℝ} {w r v' : ι → ℝ}
    (hv : ∀ i, HasDerivAt v (v' i) (r i)) :
    HasDerivAt (scaledEnergy T v w r) (2 * T - ∑ i, w i * (r i * v' i)) 1 := by
  -- chain rule for each pair term
  have hterm : ∀ i ∈ (univ : Finset ι),
      HasDerivAt (fun a : ℝ => w i * v (r i / a)) (w i * (v' i * (-(r i)))) 1 := by
    intro i _
    have hd : HasDerivAt (fun a : ℝ => r i / a) (-(r i)) 1 := by
      have h : HasDerivAt (fun a : ℝ => r i * a⁻¹) (r i * -((1 : ℝ) ^ 2)⁻¹) 1 :=
        (hasDerivAt_inv (one_ne_zero : (1 : ℝ) ≠ 0)).const_mul (r i)
      simpa [div_eq_mul_inv] using h
    exact ((hv i).comp_of_eq (1 : ℝ) hd (by simp)).const_mul (w i)
  have hT : HasDerivAt (fun a : ℝ => a ^ 2 * T) (2 * T) 1 := by
    simpa using (hasDerivAt_pow 2 (1 : ℝ)).mul_const T
  have h := hT.fun_add (HasDerivAt.fun_sum hterm)
  refine HasDerivAt.congr_deriv h ?_
  rw [sub_eq_add_neg, ← sum_neg_distrib]
  congr 1
  exact sum_congr rfl (fun i _ => by ring)

/-- Virial theorem: if the energy is stationary under scaling and the potential is differentiable
at all the distances, then `2T = ∑ w r v'(r)`. -/
theorem virial_theorem {T : ℝ} {v : ℝ → ℝ} {w r v' : ι → ℝ}
    (hv : ∀ i, HasDerivAt v (v' i) (r i)) (h : IsStationary T v w r) :
    2 * T = ∑ i, w i * (r i * v' i) := by
  have := HasDerivAt.unique h (hasDerivAt_scaledEnergy T hv)
  linarith

/-- For a stationary energy with `T ≠ 0` and a potential differentiable at all the distances, the
virial ratio differs from 2 by the weighted slopes of the effective charge, divided by `T`. -/
theorem virial_ratio {T : ℝ} {v : ℝ → ℝ} {w r v' : ι → ℝ} (hT : T ≠ 0)
    (hv : ∀ i, HasDerivAt v (v' i) (r i)) (h : IsStationary T v w r) :
    -potentialEnergy v w r / T
      = 2 + (∑ i, w i * deriv (effectiveCharge v) (r i)) / T := by
  have hd : ∀ i, deriv (effectiveCharge v) (r i) = -(v (r i) + r i * v' i) := by
    intro i
    have h1 : HasDerivAt (effectiveCharge v) (-(1 * v (r i) + r i * v' i)) (r i) :=
      ((hasDerivAt_id' (r i)).fun_mul (hv i)).fun_neg
    rw [h1.deriv]
    ring
  -- the weighted slopes add up to `-V - 2T`, which is zero for a bare Coulomb attraction
  have hs : ∑ i, w i * deriv (effectiveCharge v) (r i)
      = -potentialEnergy v w r - 2 * T := by
    rw [virial_theorem hv h, potentialEnergy, ← sum_neg_distrib, ← sum_sub_distrib]
    exact sum_congr rfl (fun i _ => by rw [hd]; ring)
  rw [hs, sub_div, mul_div_cancel_right₀ _ hT]
  ring

/-- For `c ≠ 0` the softened Coulomb attraction has slope `Z x / (x² + c²)^(3/2)`. -/
theorem hasDerivAt_softCoulomb (Z : ℝ) {c : ℝ} (hc : c ≠ 0) (x : ℝ) :
    HasDerivAt (softCoulomb Z c) (Z * x / √(x ^ 2 + c ^ 2) ^ 3) x := by
  have hp : 0 < x ^ 2 + c ^ 2 := by positivity
  have hs : √(x ^ 2 + c ^ 2) ≠ 0 := (Real.sqrt_pos.mpr hp).ne'
  have h1 : HasDerivAt (fun y : ℝ => y ^ 2 + c ^ 2) (2 * x) x := by
    simpa using (hasDerivAt_pow 2 x).add_const (c ^ 2)
  have h2 := (hasDerivAt_const x (-Z)).fun_div (h1.sqrt hp.ne') hs
  refine HasDerivAt.congr_deriv h2 ?_
  field_simp
  ring

/-- For `c ≠ 0` the effective charge of the softened attraction has slope
`Z c² / (x² + c²)^(3/2)`. -/
theorem deriv_effectiveCharge_soft (Z : ℝ) {c : ℝ} (hc : c ≠ 0) (x : ℝ) :
    deriv (effectiveCharge (softCoulomb Z c)) x = Z * c ^ 2 / √(x ^ 2 + c ^ 2) ^ 3 := by
  have hp : 0 < x ^ 2 + c ^ 2 := by positivity
  have hs : √(x ^ 2 + c ^ 2) ≠ 0 := (Real.sqrt_pos.mpr hp).ne'
  have hsq : √(x ^ 2 + c ^ 2) ^ 2 = x ^ 2 + c ^ 2 := Real.sq_sqrt hp.le
  have h1 : HasDerivAt (effectiveCharge (softCoulomb Z c))
      (-(1 * softCoulomb Z c x + x * (Z * x / √(x ^ 2 + c ^ 2) ^ 3))) x :=
    ((hasDerivAt_id' x).fun_mul (hasDerivAt_softCoulomb Z hc x)).fun_neg
  rw [h1.deriv, softCoulomb]
  generalize √(x ^ 2 + c ^ 2) = s at hs hsq ⊢
  rw [show c ^ 2 = s ^ 2 - x ^ 2 by linarith]
  field_simp
  ring

/-- Softening raises the virial ratio: for `T, Z > 0`, `c ≠ 0` and positive weights, a stationary
energy with softened Coulomb attraction has `-V/T > 2`. -/
theorem soft_ratio_gt_two {T Z c : ℝ} {w r : ι → ℝ} (hT : 0 < T) (hZ : 0 < Z) (hc : c ≠ 0)
    (hw : ∀ i, 0 < w i) (h : IsStationary T (softCoulomb Z c) w r) :
    2 < -potentialEnergy (softCoulomb Z c) w r / T := by
  have hv := fun i => hasDerivAt_softCoulomb Z hc (r i)
  rw [virial_ratio hT.ne' hv h]
  -- positive kinetic energy needs at least one pair term to balance it
  have hne : Nonempty ι := by
    by_contra hempty
    rw [not_nonempty_iff] at hempty
    have h2 := virial_theorem hv h
    rw [univ_eq_empty, sum_empty] at h2
    linarith
  have hsum : 0 < ∑ i, w i * deriv (effectiveCharge (softCoulomb Z c)) (r i) := by
    refine sum_pos (fun i _ => ?_) univ_nonempty
    rw [deriv_effectiveCharge_soft Z hc]
    have := hw i
    positivity
  have := div_pos hsum hT
  linarith

/-- For `T, Z > 0`, `c ≠ 0`, positive weights and a stationary energy with softened Coulomb
attraction, if all distances lie between `rmin > 0` and `rmax`, the virial ratio lies between
`2(1 + c²/rmax²)` and `2(1 + c²/rmin²)`. -/
theorem soft_ratio_bounds {T Z c rmin rmax : ℝ} {w r : ι → ℝ} (hT : 0 < T) (hZ : 0 < Z)
    (hc : c ≠ 0) (hw : ∀ i, 0 < w i) (h : IsStationary T (softCoulomb Z c) w r)
    (hmin : 0 < rmin) (hlo : ∀ i, rmin ≤ r i) (hhi : ∀ i, r i ≤ rmax) :
    2 * (1 + c ^ 2 / rmax ^ 2) ≤ -potentialEnergy (softCoulomb Z c) w r / T ∧
      -potentialEnergy (softCoulomb Z c) w r / T ≤ 2 * (1 + c ^ 2 / rmin ^ 2) := by
  have hv := fun i => hasDerivAt_softCoulomb Z hc (r i)
  rw [virial_ratio hT.ne' hv h]
  simp only [deriv_effectiveCharge_soft Z hc]
  have hg : ∀ i, 0 ≤ w i * (Z * c ^ 2 / √(r i ^ 2 + c ^ 2) ^ 3) := by
    intro i
    have := hw i
    positivity
  -- `2c²T` is the same sum with each term multiplied by the squared distance
  have hK : c ^ 2 * (2 * T)
      = ∑ i, r i ^ 2 * (w i * (Z * c ^ 2 / √(r i ^ 2 + c ^ 2) ^ 3)) := by
    rw [virial_theorem hv h, mul_sum]
    exact sum_congr rfl (fun i _ => by ring)
  have h1 : rmin ^ 2 * ∑ i, w i * (Z * c ^ 2 / √(r i ^ 2 + c ^ 2) ^ 3)
      ≤ c ^ 2 * (2 * T) := by
    rw [hK, mul_sum]
    exact sum_le_sum (fun i _ =>
      mul_le_mul_of_nonneg_right (pow_le_pow_left₀ hmin.le (hlo i) 2) (hg i))
  have h2 : c ^ 2 * (2 * T)
      ≤ rmax ^ 2 * ∑ i, w i * (Z * c ^ 2 / √(r i ^ 2 + c ^ 2) ^ 3) := by
    rw [hK, mul_sum]
    exact sum_le_sum (fun i _ =>
      mul_le_mul_of_nonneg_right (pow_le_pow_left₀ (hmin.le.trans (hlo i)) (hhi i) 2) (hg i))
  generalize ∑ i, w i * (Z * c ^ 2 / √(r i ^ 2 + c ^ 2) ^ 3) = D at h1 h2 ⊢
  have hpos : 0 < c ^ 2 * (2 * T) := by positivity
  have hmax : rmax ≠ 0 := by
    intro h0
    rw [h0] at h2
    linarith
  have h3 : 2 * c ^ 2 / rmax ^ 2 ≤ D / T := by
    rw [div_le_div_iff₀ (by positivity) hT]
    linarith
  have h4 : D / T ≤ 2 * c ^ 2 / rmin ^ 2 := by
    rw [div_le_div_iff₀ hT (by positivity)]
    linarith
  rw [mul_div_assoc] at h3 h4
  constructor <;> linarith

/-- For the softened Coulomb attraction with `Z, c > 0`, every virial ratio `η > 2` occurs for a
stationary energy with a single distance of unit weight and positive kinetic energy. -/
theorem soft_ratio_attained {Z c η : ℝ} (hZ : 0 < Z) (hc : 0 < c) (hη : 2 < η) :
    ∃ T r : ℝ, 0 < T ∧ 0 < r ∧
      IsStationary T (softCoulomb Z c) (fun _ : Unit => 1) (fun _ => r) ∧
      -potentialEnergy (softCoulomb Z c) (fun _ : Unit => 1) (fun _ => r) / T = η := by
  have he : 0 < η - 2 := by linarith
  -- choose the distance with 2(1 + c²/r²) = η
  obtain ⟨r, hr, hr2⟩ : ∃ r : ℝ, 0 < r ∧ r ^ 2 = c ^ 2 * (2 / (η - 2)) :=
    ⟨c * √(2 / (η - 2)), by positivity, by rw [mul_pow, Real.sq_sqrt (by positivity)]⟩
  have hT : 0 < r * (Z * r / √(r ^ 2 + c ^ 2) ^ 3) / 2 := by positivity
  have hst : IsStationary (r * (Z * r / √(r ^ 2 + c ^ 2) ^ 3) / 2) (softCoulomb Z c)
      (fun _ : Unit => 1) (fun _ => r) := by
    refine HasDerivAt.congr_deriv (hasDerivAt_scaledEnergy _
      (fun _ : Unit => hasDerivAt_softCoulomb Z hc.ne' r)) ?_
    simp only [univ_unique, sum_singleton]
    ring
  refine ⟨_, r, hT, hr, hst, ?_⟩
  have hb := soft_ratio_bounds hT hZ hc.ne' (fun _ => one_pos) hst hr
    (fun _ => le_refl r) (fun _ => le_refl r)
  have hval : 2 * (1 + c ^ 2 / r ^ 2) = η := by
    have h5 : c ^ 2 / r ^ 2 = (η - 2) / 2 := by
      rw [div_eq_div_iff (by positivity) two_ne_zero, hr2]
      field_simp
    rw [h5]
    ring
  rw [hval] at hb
  exact le_antisymm hb.2 hb.1

end

end SoftCoulombVirial
```

```lean
#print axioms SoftCoulombVirial.soft_ratio_gt_two
-- 'SoftCoulombVirial.soft_ratio_gt_two' depends on axioms: [propext, Classical.choice, Quot.sound]
#print axioms SoftCoulombVirial.soft_ratio_attained
-- 'SoftCoulombVirial.soft_ratio_attained' depends on axioms: [propext, Classical.choice, Quot.sound]
```

## What the theorems say about T, V and the distances

The finite type `ι` labels the distances, and `w` and `r` assign a real weight and a real distance to each label. `potentialEnergy` is V and `scaledEnergy` is E(a), with the convention that a > 1 contracts the system. `IsStationary` says that E has derivative 0 at a = 1. It includes differentiability, but does not require a minimum. In the general theorems, `v'` is a list of slopes, one for each label, and the hypothesis `hv` says that these are the derivatives of `v` at the distances.

`virial_ratio` is the general formula and needs only T ≠ 0 besides differentiability and stationarity. `soft_ratio_gt_two` puts no sign condition on the distances, so `r i` may also be a signed coordinate in a one-dimensional model. `soft_ratio_bounds` adds the range of distances, and `soft_ratio_attained` uses the one-element type `Unit` as its label set. For an electron and a nucleus, Z stands for the nuclear charge number times e²/(4πε₀), which in atomic units is the charge number itself.

The kinetic energy is a number, not an expectation value computed from a wave function. Its scaling as a² is built into the definition and stands for non-relativistic kinetic energy. Stationarity is assumed. Optimising the coefficients in a fixed basis does not guarantee it, because the scaled wave function generally lies outside the basis. All distances scale together, so a molecule with nuclei clamped away from equilibrium does not generally satisfy the hypothesis. Continuous densities enter only through a finite sum, and rounding error is absent.

## How the lemmas carry the derivation

`hasDerivAt_scaledEnergy` computes E′(1). Its step `hterm` is the chain rule for one pair term, and `HasDerivAt.fun_sum` adds the terms. `virial_theorem` compares this derivative with the assumed value 0 by `HasDerivAt.unique`. In `virial_ratio`, `hd` is the product rule for Q, and `hs` is the identity Σ w_i Q′(r_i) = −V − 2T.

`hasDerivAt_softCoulomb` and `deriv_effectiveCharge_soft` supply the two slopes for the softened attraction. The second names the square root `s` and replaces c² by s² − x², as in the derivation above, after which `field_simp` and `ring` finish the algebra.

In `soft_ratio_gt_two`, the step `hne` shows that there is at least one distance, since an empty sum would force T = 0. `sum_pos` then makes the correction positive. In `soft_ratio_bounds`, `hK` is the identity 2c²T = Σ r_i² g_i, while `h1` and `h2` compare the sums term by term. The sum is then named `D`, and `h3` and `h4` are the two divided inequalities.

`soft_ratio_attained` chooses r and T as above and proves stationarity from the derivative formula. It then applies `soft_ratio_bounds` with both limits equal to r, and `le_antisymm` turns the two inequalities into −V/T = η.
